# The nearest-neighbour energy of a binary alloy on a regular lattice is fixed by its atom counts and its unlike bonds

Let every site of a finite lattice carry an atom of species A or B, and let every site have exactly $z$ nearest neighbours. If an AA, BB or AB bond has energy $e_{AA}$, $e_{BB}$ or $e_{AB}$, the total bond energy is

$$E=\frac z2\,(N_A e_{AA}+N_B e_{BB})+N_{AB}\,w,\qquad w=e_{AB}-\frac{e_{AA}+e_{BB}}2 .$$

Here $N_A$ and $N_B$ are the numbers of atoms and $N_{AB}$ is the number of unlike bonds. The exchange energy $w$ has a direct meaning: replacing one AA and one BB bond by two AB bonds costs $2w$.

In a Monte Carlo simulation of this nearest-neighbour model at fixed composition, a swap of two atoms therefore changes the energy by $w$ times the change in $N_{AB}$, and no other combination of the three bond energies matters.

## Counting bonds from their ends

Write $\sigma_i$ for the species on site $i$, and let $C_{st}$ be the number of ordered pairs $(i,j)$ of neighbouring sites with $\sigma_i=s$ and $\sigma_j=t$. An AB bond appears in $C_{AB}$ once, read from its A end, so $C_{AB}=N_{AB}$. Reading the same bond from its B end gives $C_{BA}=C_{AB}$. An AA bond appears in $C_{AA}$ twice, once in each direction, and likewise for BB.

Each A atom has $z$ neighbours, and each neighbour is A or B. Summing over the A atoms, and then doing the same for the B atoms, gives

$$C_{AA}+N_{AB}=zN_A,\qquad C_{BB}+N_{AB}=zN_B .$$

The energy is half the sum over ordered neighbour pairs. Sorting the pairs by species and eliminating $C_{AA}$ and $C_{BB}$,

$$\begin{aligned}
E&=\tfrac12\left(e_{AA}C_{AA}+e_{BB}C_{BB}+2e_{AB}N_{AB}\right)\\
&=\tfrac12\left(e_{AA}(zN_A-N_{AB})+e_{BB}(zN_B-N_{AB})+2e_{AB}N_{AB}\right)\\
&=\tfrac z2(N_Ae_{AA}+N_Be_{BB})+N_{AB}\,w .
\end{aligned}$$

The factor of two in the like contacts must not be dropped. If $N_{AA}$ denotes the number of AA bonds, the balance is $2N_{AA}+N_{AB}=zN_A$, not $N_{AA}+N_{AB}=zN_A$. A pure A crystal exposes the error: it has $zN_A/2$ bonds, whereas the wrong balance gives $zN_A$ and doubles the energy.

## Spins and the ordering bound

Put $m_i=+1$ on an A site and $m_i=-1$ on a B site, and let $N=N_A+N_B$ and $M=\sum_i m_i=N_A-N_B$. Let $S$ be the sum of $m_im_j$ over ordered neighbour pairs. Like contacts contribute $+1$ and unlike contacts $-1$, so

$$S=C_{AA}+C_{BB}-2N_{AB}=zN-4N_{AB}.$$

Inserting $N_{AB}=(zN-S)/4$, $N_A=(N+M)/2$ and $N_B=(N-M)/2$ into the energy gives

$$E=\frac{zN}{8}(e_{AA}+e_{BB}+2e_{AB})+\frac z4(e_{AA}-e_{BB})M-\frac w4 S .$$

Since $S$ visits each bond twice, the coupling term is $-\tfrac w2 m_im_j$ per bond. It is ferromagnetic for $w>0$, favouring like neighbours, and antiferromagnetic for $w<0$, favouring unlike ones.

If instead only the A balance is used, $N_{AB}=zN_A-C_{AA}$ and

$$E=\frac z2(N_Ae_{AA}+N_Be_{BB})+zN_Aw+(-w)\,C_{AA}.$$

For $w<0$ the last term is non-negative, and it vanishes exactly when no two A atoms are neighbours.

## The alloy as a labelled graph

The formal development works over Mathlib's finite sums and simple graphs.

```lean
import Mathlib

open Finset

namespace BinaryAlloyBonds

noncomputable section
```

A site holds one of two species; there are no vacancies.

```lean
/-- The two atomic species of a binary alloy. -/
inductive Species
  | A
  | B
  deriving DecidableEq

open Species
```

The three bond energies are arbitrary real numbers. They stand for a model in which a bond's energy depends only on the atoms at its ends, not on the surroundings, the local strain or the temperature.

```lean
/-- The energies of an AA, a BB and an AB nearest-neighbour bond. -/
structure BondEnergies where
  AA : ℝ
  BB : ℝ
  AB : ℝ
```

The function `pair` assigns an energy to two species and treats AB and BA alike.

```lean
/-- The energy of a bond between two given species. -/
def BondEnergies.pair (e : BondEnergies) : Species → Species → ℝ
  | A, A => e.AA
  | B, B => e.BB
  | A, B => e.AB
  | B, A => e.AB
```

The quantity `exchange` is $w$. Its sign convention is that positive $w$ makes unlike bonds costly.

```lean
/-- The exchange energy `w`: an unlike bond measured from the mean of the two like bonds. -/
def BondEnergies.exchange (e : BondEnergies) : ℝ := e.AB - (e.AA + e.BB) / 2
```

The function `spin` fixes A as up and B as down, so `spin (σ i)` is $m_i$.

```lean
/-- The Ising spin of a species: `+1` for A and `-1` for B. -/
def spin : Species → ℝ
  | A => 1
  | B => -1
```

The lattice is a graph `G` on a finite set `V` of sites, with `G.Adj i j` meaning that $i$ and $j$ are nearest neighbours. A configuration is a map `σ : V → Species`, and `atomCount σ s` is $N_s$.

```lean
variable {V : Type*} [Fintype V] (G : SimpleGraph V) [DecidableRel G.Adj]

/-- The number of atoms of species `s` in the configuration `σ`. -/
def atomCount (σ : V → Species) (s : Species) : ℕ :=
  (univ.filter (fun i => σ i = s)).card
```

The ordered contact number $C_{st}$ is `contacts G σ s t`.

```lean
/-- The number of ordered neighbour pairs with species `s` on the first site and `t` on the
second. -/
def contacts (σ : V → Species) (s t : Species) : ℕ :=
  (univ.filter (fun p : V × V => G.Adj p.1 p.2 ∧ σ p.1 = s ∧ σ p.2 = t)).card
```

The unlike bonds are then the contacts from A to B, with no factor of one half.

```lean
/-- The number of unlike bonds; each is counted once, from its A end to its B end. -/
def unlikeBonds (σ : V → Species) : ℕ := contacts G σ A B
```

The energy does carry the factor one half, because its double sum meets every bond twice.

```lean
/-- The total bond energy: half the sum over ordered neighbour pairs. -/
def energy (e : BondEnergies) (σ : V → Species) : ℝ :=
  (1 / 2) * ∑ i, ∑ j, if G.Adj i j then e.pair (σ i) (σ j) else 0
```

A simple graph has no loops and at most one bond between two sites. A periodic cell so small that an atom meets the same neighbour through two different images is therefore not represented with its full bond count. The condition `G.IsRegularOfDegree z`, which enters the theorems below, says that every site has coordination number $z$. A periodic crystal with equivalent sites satisfies it when the cell is large enough; a slab with free surfaces in general does not. No dimension or lattice type is assumed.

## Contact balances in Lean

The first lemma is $N_A+N_B=N$. Both counts are written as sums of indicators, and at each site exactly one indicator equals one.

```lean
omit [DecidableRel G.Adj] in
/-- The numbers of A and B atoms add up to the number of sites. -/
theorem atomCount_add (σ : V → Species) :
    (atomCount σ A : ℝ) + atomCount σ B = Fintype.card V := by
  have h1 : (Fintype.card V : ℝ) = ∑ _i : V, (1 : ℝ) := by simp
  rw [h1]
  simp only [atomCount, card_filter, Nat.cast_sum, Nat.cast_ite, Nat.cast_one, Nat.cast_zero,
    ← sum_add_distrib]
  refine sum_congr rfl fun i _ => ?_
  cases σ i <;> simp
```

The contact number is likewise rewritten as a double sum over sites, which lets later proofs compare terms pair by pair.

```lean
/-- The number of contacts as a double sum of indicators over sites. -/
theorem contacts_cast (σ : V → Species) (s t : Species) :
    (contacts G σ s t : ℝ) =
      ∑ i, ∑ j, if G.Adj i j ∧ σ i = s ∧ σ j = t then (1 : ℝ) else 0 := by
  simp only [contacts, card_filter, Nat.cast_sum, Nat.cast_ite, Nat.cast_one, Nat.cast_zero,
    Fintype.sum_prod_type]
```

Symmetry of the contacts is the step of reading each bond from its other end: `sum_comm` exchanges the two sums, and the symmetry of adjacency matches the conditions.

```lean
/-- There are as many contacts from `s` to `t` as from `t` to `s`. -/
theorem contacts_symm (σ : V → Species) (s t : Species) :
    (contacts G σ s t : ℝ) = contacts G σ t s := by
  rw [contacts_cast, contacts_cast, sum_comm]
  refine sum_congr rfl fun i _ => sum_congr rfl fun j _ => ?_
  exact if_congr ⟨fun h => ⟨h.1.symm, h.2.2, h.2.1⟩, fun h => ⟨h.1.symm, h.2.2, h.2.1⟩⟩ rfl rfl
```

Next come the two neighbour balances, stated together for a species `s`. The auxiliary statement `hd` says that the neighbours of any site number $z$; this is where regularity is used. The remaining case split checks that each neighbour of an `s` atom is counted in exactly one of the two contact numbers.

```lean
/-- On a `z`-regular lattice the atoms of species `s` have `z` contacts each, shared between
A and B neighbours. -/
theorem contact_balance {z : ℕ} (hG : G.IsRegularOfDegree z) (σ : V → Species) (s : Species) :
    (contacts G σ s A : ℝ) + contacts G σ s B = z * atomCount σ s := by
  have hd : ∀ i, ∑ j, (if G.Adj i j then (1 : ℝ) else 0) = z := by
    intro i
    rw [sum_boole, ← hG.degree_eq i, ← G.card_neighborFinset_eq_degree,
      G.neighborFinset_eq_filter]
  have hn : (atomCount σ s : ℝ) = ∑ i, if σ i = s then (1 : ℝ) else 0 := by
    simp only [atomCount, card_filter, Nat.cast_sum, Nat.cast_ite, Nat.cast_one, Nat.cast_zero]
  rw [contacts_cast, contacts_cast, hn, mul_sum, ← sum_add_distrib]
  refine sum_congr rfl fun i _ => ?_
  -- compare neighbour by neighbour
  rw [← hd i, sum_mul, ← sum_add_distrib]
  refine sum_congr rfl fun j _ => ?_
  by_cases ha : G.Adj i j <;> by_cases hs : σ i = s <;> cases hj : σ j <;> simp [ha, hs]
```

## The energy in terms of unlike bonds

Sorting the energy by contact type needs no regularity. For each ordered pair of sites, the proof runs through the possible species: if the sites are neighbours, exactly one contact term survives, with the correct bond energy, and otherwise every term is zero.

```lean
/-- On any lattice the energy is half the sum of the contacts weighted by their bond energies. -/
theorem energy_eq_contacts (e : BondEnergies) (σ : V → Species) :
    energy G e σ = (1 / 2) * (e.AA * contacts G σ A A + e.BB * contacts G σ B B
      + e.AB * contacts G σ A B + e.AB * contacts G σ B A) := by
  unfold energy
  congr 1
  simp only [contacts_cast, mul_sum, ← sum_add_distrib]
  refine sum_congr rfl fun i _ => sum_congr rfl fun j _ => ?_
  by_cases ha : G.Adj i j <;> cases hi : σ i <;> cases hj : σ j <;>
    simp [ha, BondEnergies.pair]
```

The main theorem then follows by linear elimination. In `linear_combination`, the A balance is weighted by $e_{AA}/2$ and the B balance by $e_{BB}/2$, which removes the like contacts. The third term replaces $C_{BA}$ by $C_{AB}$ wherever it remains.

```lean
/-- On a `z`-regular lattice the energy is `(z/2)(N_A e_AA + N_B e_BB) + N_AB w`. -/
theorem energy_eq_unlikeBonds {z : ℕ} (hG : G.IsRegularOfDegree z) (e : BondEnergies)
    (σ : V → Species) :
    energy G e σ = (z / 2) * (atomCount σ A * e.AA + atomCount σ B * e.BB)
      + unlikeBonds G σ * e.exchange := by
  rw [energy_eq_contacts]
  unfold unlikeBonds BondEnergies.exchange
  -- eliminate the like contacts by the two neighbour balances
  linear_combination (e.AA / 2) * contact_balance G hG σ A
    + (e.BB / 2) * contact_balance G hG σ B
    + ((e.AB - e.BB) / 2) * contacts_symm G σ B A
```

The theorem covers every finite regular graph, including the case $z=0$, where there are no bonds and both sides vanish.

For two configurations on the same lattice, equal numbers of A atoms imply equal numbers of B atoms by the site count. The composition terms then cancel in the difference.

```lean
/-- On a `z`-regular lattice, two configurations with equally many A atoms differ in energy by `w`
times the difference of their numbers of unlike bonds. -/
theorem energy_sub_of_same_composition {z : ℕ} (hG : G.IsRegularOfDegree z) (e : BondEnergies)
    (σ τ : V → Species) (h : atomCount σ A = atomCount τ A) :
    energy G e σ - energy G e τ
      = e.exchange * ((unlikeBonds G σ : ℝ) - unlikeBonds G τ) := by
  have hA : (atomCount σ A : ℝ) = atomCount τ A := by exact_mod_cast h
  have hB : (atomCount σ B : ℝ) = atomCount τ B := by
    linarith [atomCount_add σ, atomCount_add τ]
  rw [energy_eq_unlikeBonds G hG, energy_eq_unlikeBonds G hG, hA, hB]
  ring
```

## The Ising form

The next theorem states the spin expression derived above, with $M$ and $S$ written out as sums. It is an identity for the energy of each configuration and concerns neither phase transitions nor thermal averages.

The proof obtains $S$ by a short detour. The product $m_im_j$ is itself a bond energy, with value $1$ for like pairs and $-1$ for unlike pairs, so $S$ is twice the energy of an alloy with those parameters. Its exchange energy is $-2$, and the main theorem applied to it returns $S=zN-4N_{AB}$. The statement `hM` supplies $M=N_A-N_B$, and `ring` completes the substitution.

```lean
/-- The alloy energy on a `z`-regular lattice in Ising form: a constant, a field term proportional
to `e_AA - e_BB`, and a coupling `-w/2` per bond (the double sum visits each bond twice). -/
theorem energy_eq_ising {z : ℕ} (hG : G.IsRegularOfDegree z) (e : BondEnergies)
    (σ : V → Species) :
    energy G e σ = z * Fintype.card V / 8 * (e.AA + e.BB + 2 * e.AB)
      + z / 4 * (e.AA - e.BB) * ∑ i, spin (σ i)
      - e.exchange / 4 * ∑ i, ∑ j, if G.Adj i j then spin (σ i) * spin (σ j) else 0 := by
  have hM : ∑ i, spin (σ i) = (atomCount σ A : ℝ) - atomCount σ B := by
    simp only [atomCount, card_filter, Nat.cast_sum, Nat.cast_ite, Nat.cast_one, Nat.cast_zero,
      ← sum_sub_distrib]
    refine sum_congr rfl fun i _ => ?_
    cases σ i <;> simp [spin]
  -- the spin correlation is itself a bond energy with e_AA = e_BB = 1 and e_AB = -1
  have hC : (∑ i, ∑ j, if G.Adj i j then spin (σ i) * spin (σ j) else 0)
      = 2 * energy G ⟨1, 1, -1⟩ σ := by
    unfold energy
    rw [← mul_assoc, show (2 : ℝ) * (1 / 2) = 1 by norm_num, one_mul]
    refine sum_congr rfl fun i _ => sum_congr rfl fun j _ => ?_
    cases σ i <;> cases σ j <;> simp [spin, BondEnergies.pair]
  rw [hC, hM, ← atomCount_add σ, energy_eq_unlikeBonds G hG, energy_eq_unlikeBonds G hG]
  simp only [BondEnergies.exchange]
  ring
```

At fixed composition $M$ is constant, so the field term only shifts the energy. When the composition may vary, $e_{AA}-e_{BB}$ acts as a field favouring one species.

## When no two A atoms touch

The last theorem assumes $w<0$, the case in which unlike bonds are favoured. Its first part is the lower bound, and its second part says that equality holds exactly when no neighbouring pair consists of two A atoms.

Inside the proof, `hE` is the expression with excess energy $(-w)C_{AA}$, obtained from the main theorem and the A balance. The statement `h0` translates $C_{AA}=0$ into the absence of AA neighbours. The bound follows because a positive number times a count is non-negative; for equality, the product must vanish, and since $w\neq0$ the count must be zero.

```lean
/-- On a `z`-regular lattice with `w < 0`, the energy is at least the value that its formula in
terms of unlike bonds takes at `N_AB = z N_A`, and this bound is attained exactly when no two A
atoms are neighbours. -/
theorem ordering_bound {z : ℕ} (hG : G.IsRegularOfDegree z) (e : BondEnergies)
    (hw : e.exchange < 0) (σ : V → Species) :
    (z / 2) * (atomCount σ A * e.AA + atomCount σ B * e.BB) + z * atomCount σ A * e.exchange
        ≤ energy G e σ ∧
    (energy G e σ = (z / 2) * (atomCount σ A * e.AA + atomCount σ B * e.BB)
        + z * atomCount σ A * e.exchange ↔
      ∀ i j, G.Adj i j → ¬ (σ i = A ∧ σ j = A)) := by
  -- the excess over the bound is -w per ordered AA contact
  have hE : energy G e σ = (z / 2) * (atomCount σ A * e.AA + atomCount σ B * e.BB)
      + z * atomCount σ A * e.exchange + (-e.exchange) * contacts G σ A A := by
    rw [energy_eq_unlikeBonds G hG]
    unfold unlikeBonds
    linear_combination e.exchange * contact_balance G hG σ A
  have h0 : contacts G σ A A = 0 ↔ ∀ i j, G.Adj i j → ¬ (σ i = A ∧ σ j = A) := by
    unfold contacts
    rw [card_eq_zero, filter_eq_empty_iff]
    exact ⟨fun h i j ha hs => h (mem_univ (i, j)) ⟨ha, hs⟩,
      fun h p _ hp => h p.1 p.2 hp.1 hp.2⟩
  constructor
  · have hpos : 0 ≤ (-e.exchange) * (contacts G σ A A : ℝ) :=
      mul_nonneg (by linarith) (Nat.cast_nonneg _)
    linarith
  · rw [← h0]
    constructor
    · intro h
      have hz : (-e.exchange) * (contacts G σ A A : ℝ) = 0 := by linarith
      rcases mul_eq_zero.mp hz with h1 | h1
      · linarith
      · exact_mod_cast h1
    · intro h
      rw [hE, h]
      simp

end

end BinaryAlloyBonds
```

The theorem characterises equality without providing a configuration that reaches it. Whether one exists depends on the lattice and the composition: for $z>0$, equality requires $zN_A=N_{AB}\le zN_B$, so it is impossible when A atoms are in the majority. Exchanging the names of the species gives the corresponding bound for that case. Even with A in the minority, a lattice containing triangles may not have room to keep all A atoms apart.

```lean
#print axioms BinaryAlloyBonds.energy_eq_unlikeBonds
-- 'BinaryAlloyBonds.energy_eq_unlikeBonds' depends on axioms: [propext, Classical.choice, Quot.sound]
#print axioms BinaryAlloyBonds.energy_sub_of_same_composition
-- 'BinaryAlloyBonds.energy_sub_of_same_composition' depends on axioms: [propext, Classical.choice, Quot.sound]
#print axioms BinaryAlloyBonds.energy_eq_ising
-- 'BinaryAlloyBonds.energy_eq_ising' depends on axioms: [propext, Classical.choice, Quot.sound]
#print axioms BinaryAlloyBonds.ordering_bound
-- 'BinaryAlloyBonds.ordering_bound' depends on axioms: [propext, Classical.choice, Quot.sound]
```
